# Natural orbitals minimise the population entropy of a finite fermionic one-particle density matrix

The orbital populations of an electronic state generally depend on which orbitals are chosen as the basis, and so can an entropy computed from them. To ask how low that entropy can go, we must first choose what represents the state. Here it is a finite complex Hermitian matrix \(D\) with eigenvalues \(n_k\in[0,1]\), read as the one-particle density matrix in an orthonormal basis of spin orbitals. The populations are its diagonal entries \(D_{ii}\), and the \(n_k\) are the natural occupation numbers. With

\[
h(x)=-x\log x-(1-x)\log(1-x),\qquad h(0)=h(1)=0,
\]

the result is \(\sum_k h(n_k)\le\sum_i h(D_{ii})\), with equality exactly when \(D\) is diagonal.

In the bounds \(0\le n_k\le1\), the upper one expresses the Pauli principle. Both are assumed, not derived from a many-electron wavefunction. Identifying \(D\) with data from a calculation is also left to the user: in a non-orthogonal atomic-orbital basis, the density matrix must first be transformed to an orthonormal one, for example by Löwdin orthogonalisation.

## Entropy, populations and orbitals

```lean
import Mathlib

open Matrix Finset

namespace PopulationEntropy

noncomputable section

variable {ι : Type*} [Fintype ι] [DecidableEq ι]
```

The finite index set `ι` labels the spin orbitals, and `Matrix ι ι ℂ` is the type of complex square matrices over it.

```lean
/-- The entropy `-x log x - (1 - x) log (1 - x)` of a spin orbital with occupation `x` in `[0,1]`,
with value `0` at `x = 0` and `x = 1`. -/
def occEntropy (x : ℝ) : ℝ := -x * Real.log x - (1 - x) * Real.log (1 - x)
```

`occEntropy` is \(h\), with the natural logarithm and in units of \(k_B\). The endpoint values need no separate clause, because each logarithm of zero is multiplied by zero.

```lean
/-- The population entropy of a density matrix: the sum of the occupation entropies of its
diagonal entries. -/
def popEntropy (D : Matrix ι ι ℂ) : ℝ := ∑ i, occEntropy (D i i).re
```

`popEntropy D` is \(\sum_i h(\operatorname{Re}D_{ii})\). A Hermitian matrix has a real diagonal, so taking the real part only changes the type from complex to real.

```lean
/-- The density matrix `U diag(n) U†` with orbitals the columns of `U` and occupations `n`. -/
def density (U : Matrix ι ι ℂ) (n : ι → ℝ) : Matrix ι ι ℂ :=
  U * diagonal (fun k => (n k : ℂ)) * Uᴴ
```

`density U n` is the matrix \(U\,\mathrm{diag}(n)\,U^\dagger\), not a density in space. When \(U\) is unitary, its columns are the natural orbitals: \(U_{ik}\) is the component of orbital \(k\) on basis function \(i\).

## Strict concavity from particle and hole

```lean
/-- The occupation entropy is strictly concave on `[0,1]`. -/
theorem occEntropy_strictConcaveOn : StrictConcaveOn ℝ (Set.Icc 0 1) occEntropy := by
  refine ⟨convex_Icc 0 1, ?_⟩
  intro x hx y hy hxy a b ha hb hab
  have mx : 1 - x ∈ Set.Ici (0 : ℝ) := Set.mem_Ici.2 (by linarith [hx.2])
  have my : 1 - y ∈ Set.Ici (0 : ℝ) := Set.mem_Ici.2 (by linarith [hy.2])
  have hne : 1 - x ≠ 1 - y := fun h => hxy (by linarith)
  -- strict convexity of `x log x`, for the particle and for the hole
  have h1 := Real.strictConvexOn_mul_log.2 (Set.mem_Ici.2 hx.1) (Set.mem_Ici.2 hy.1) hxy ha hb hab
  have h2 := Real.strictConvexOn_mul_log.2 mx my hne ha hb hab
  have e : a * (1 - x) + b * (1 - y) = 1 - (a * x + b * y) := by linear_combination hab
  simp only [smul_eq_mul] at h1 h2 ⊢
  rw [e] at h2
  unfold occEntropy
  linarith
```

The theorem says that \(h\) is strictly concave on `Set.Icc 0 1`, the closed interval \([0,1]\). Let \(f(t)=t\log t\), with \(f(0)=0\). It is continuous on \([0,\infty)\) and \(f''(t)=1/t>0\) for \(t>0\), so it is strictly convex there. For \(x\ne y\) in \([0,1]\) and \(a,b>0\) with \(a+b=1\),

\[
\begin{aligned}
f(ax+by)&<af(x)+bf(y),\\
f(1-(ax+by))&<af(1-x)+bf(1-y).
\end{aligned}
\]

The second line uses \(a(1-x)+b(1-y)=1-(ax+by)\). Since \(h(x)=-f(x)-f(1-x)\), adding the two lines and changing sign gives \(h(ax+by)>ah(x)+bh(y)\). In the proof, `h1` and `h2` are these two inequalities, and `linarith` combines them.

## Populations as weighted averages

```lean
/-- The matrix elements of the density matrix are `D_ij = ∑ U_ik n_k conj(U_jk)`. -/
theorem density_apply (U : Matrix ι ι ℂ) (n : ι → ℝ) (i j : ι) :
    density U n i j = ∑ k, U i k * (n k : ℂ) * star (U j k) := by
  unfold density
  rw [Matrix.mul_apply]
  simp only [Matrix.mul_diagonal, Matrix.conjTranspose_apply]
```

Multiplying out the matrices gives \(D_{ij}=\sum_k U_{ik}n_kU_{jk}^*\). In Lean, `star` of a complex number is its conjugate.

```lean
/-- Each population is the sum of the occupations weighted by `|U_ik|²`. -/
theorem population_eq (U : Matrix ι ι ℂ) (n : ι → ℝ) (i : ι) :
    (density U n i i).re = ∑ k, Complex.normSq (U i k) * n k := by
  rw [density_apply, Complex.re_sum]
  refine Finset.sum_congr rfl fun k _ => ?_
  simp only [Complex.star_def, Complex.mul_re, Complex.mul_im, Complex.conj_re, Complex.conj_im,
    Complex.ofReal_re, Complex.ofReal_im, Complex.normSq_apply]
  ring
```

Setting \(j=i\) gives

\[
D_{ii}=\sum_k|U_{ik}|^2n_k.
\]

`Complex.normSq` is the squared modulus, not the modulus.

```lean
/-- For a unitary `U` the weights `|U_ik|²` in each row sum to one. -/
theorem row_weight {U : Matrix ι ι ℂ} (hU : U ∈ unitaryGroup ι ℂ) (i : ι) :
    ∑ k, Complex.normSq (U i k) = 1 := by
  have h1 : U * Uᴴ = 1 := mem_unitaryGroup_iff.1 hU
  have h := population_eq U (fun _ => 1) i
  have hd : density U (fun _ => 1) = 1 := by
    simp only [density, Complex.ofReal_one, Matrix.diagonal_one, Matrix.mul_one, h1]
  rw [hd, Matrix.one_apply_eq, Complex.one_re] at h
  simpa only [mul_one] using h.symm
```

For unitary \(U\), the weights in row \(i\) satisfy \(\sum_k|U_{ik}|^2=(UU^\dagger)_{ii}=1\). The Lean proof gets this by setting every occupation to one: the density matrix is then the identity, and each population is one.

```lean
/-- For a unitary `U` the weights `|U_ik|²` in each column sum to one. -/
theorem column_weight {U : Matrix ι ι ℂ} (hU : U ∈ unitaryGroup ι ℂ) (k : ι) :
    ∑ i, Complex.normSq (U i k) = 1 := by
  have h2 : Uᴴ * U = 1 := mem_unitaryGroup_iff'.1 hU
  have h3 : Uᴴ ∈ unitaryGroup ι ℂ := by
    rw [mem_unitaryGroup_iff, star_eq_conjTranspose, conjTranspose_conjTranspose]
    exact h2
  have h := row_weight h3 k
  simpa only [conjTranspose_apply, Complex.star_def, Complex.normSq_conj] using h
```

Applying the row result to \(U^\dagger\) gives \(\sum_i|U_{ik}|^2=1\) for each column \(k\). The rows make each population an average of occupations; the columns ensure that each occupation is counted once in total.

## When the density matrix is diagonal

```lean
/-- For unitary `U`, the density matrix is diagonal exactly when every orbital `k` with a
component on basis function `i` has an occupation equal to the population of `i`. -/
theorem isDiag_density_iff {U : Matrix ι ι ℂ} (hU : U ∈ unitaryGroup ι ℂ) (n : ι → ℝ) :
    (density U n).IsDiag ↔ ∀ i k, U i k ≠ 0 → n k = (density U n i i).re := by
  have h1 : U * Uᴴ = 1 := mem_unitaryGroup_iff.1 hU
  have h2 : Uᴴ * U = 1 := mem_unitaryGroup_iff'.1 hU
  constructor
  · intro hd i k hk
    -- the eigenvalue equation `D U = U diag(n)`, read at the entry `(i, k)`
    have hE : density U n * U = U * diagonal (fun k => (n k : ℂ)) := by
      unfold density
      rw [Matrix.mul_assoc, h2, Matrix.mul_one]
    have h := congrFun (congrFun hE i) k
    rw [Matrix.mul_diagonal, Matrix.mul_apply, Finset.sum_eq_single i
      (fun j _ hj => by rw [hd (Ne.symm hj), zero_mul])
      (fun hi => absurd (Finset.mem_univ i) hi), mul_comm] at h
    rw [mul_left_cancel₀ hk h, Complex.ofReal_re]
  · intro H i j hij
    -- a common occupation factors out, and the rows of `U` are orthogonal
    have h := congrFun (congrFun h1 i) j
    rw [Matrix.mul_apply, Matrix.one_apply_ne hij] at h
    simp only [conjTranspose_apply] at h
    have hs : density U n i j
        = ((density U n i i).re : ℂ) * ∑ k, U i k * star (U j k) := by
      rw [density_apply U n i j, Finset.mul_sum]
      refine Finset.sum_congr rfl fun k _ => ?_
      by_cases hk : U i k = 0
      · simp only [hk, zero_mul, mul_zero]
      · rw [← H i k hk]
        ring
    rw [hs, h, mul_zero]
```

For unitary \(U\), this theorem states that \(D=U\,\mathrm{diag}(n)\,U^\dagger\) is diagonal if and only if \(n_k=D_{ii}\) whenever \(U_{ik}\ne0\). `IsDiag` means that all off-diagonal entries vanish.

Suppose first that \(D\) is diagonal. Since \(U^\dagger U=1\), we have \(DU=U\,\mathrm{diag}(n)\), which is `hE` in the code. Its entry \((i,k)\) is

\[
\sum_jD_{ij}U_{jk}=U_{ik}n_k.
\]

Only \(j=i\) survives on the left, so \(D_{ii}U_{ik}=U_{ik}n_k\), and a nonzero \(U_{ik}\) cancels.

Conversely, suppose the condition on the occupations holds, and take \(i\ne j\). Every nonzero term in \(D_{ij}=\sum_kU_{ik}n_kU_{jk}^*\) has \(n_k=D_{ii}\), so

\[
D_{ij}=D_{ii}\sum_kU_{ik}U_{jk}^*=D_{ii}(UU^\dagger)_{ij}=0.
\]

The code calls the first equality `hs`; its case split on `U i k = 0` separates the terms that vanish anyway.

## The inequality and its equality case

```lean
/-- For unitary `U` and occupations in `[0,1]`, the entropy of the occupations is at most the
population entropy of `U diag(n) U†`, with equality exactly when that matrix is diagonal. -/
theorem entropy_le_density {U : Matrix ι ι ℂ} (hU : U ∈ unitaryGroup ι ℂ) {n : ι → ℝ}
    (hn : ∀ k, n k ∈ Set.Icc (0 : ℝ) 1) :
    ∑ k, occEntropy (n k) ≤ popEntropy (density U n) ∧
      (∑ k, occEntropy (n k) = popEntropy (density U n) ↔ (density U n).IsDiag) := by
  have hw : ∀ i, ∀ k ∈ (univ : Finset ι), 0 ≤ Complex.normSq (U i k) :=
    fun _ _ _ => Complex.normSq_nonneg _
  -- Jensen's inequality for each population, and its equality case
  have hle : ∀ i ∈ (univ : Finset ι), ∑ k, Complex.normSq (U i k) * occEntropy (n k)
      ≤ occEntropy (density U n i i).re := fun i _ => by
    rw [population_eq]
    exact occEntropy_strictConcaveOn.concaveOn.le_map_sum (hw i) (row_weight hU i)
      (fun k _ => hn k)
  have hj : ∀ i, occEntropy (density U n i i).re
      = ∑ k, Complex.normSq (U i k) * occEntropy (n k) ↔
      ∀ k ∈ (univ : Finset ι), Complex.normSq (U i k) ≠ 0 → n k = (density U n i i).re :=
    fun i => by
      rw [population_eq]
      exact occEntropy_strictConcaveOn.map_sum_eq_iff' (hw i) (row_weight hU i)
        (fun k _ => hn k)
  have htot : ∑ i, ∑ k, Complex.normSq (U i k) * occEntropy (n k) = ∑ k, occEntropy (n k) := by
    rw [Finset.sum_comm]
    refine Finset.sum_congr rfl fun k _ => ?_
    rw [← Finset.sum_mul, column_weight hU k, one_mul]
  rw [← htot, isDiag_density_iff hU]
  unfold popEntropy
  refine ⟨Finset.sum_le_sum hle, ?_⟩
  rw [Finset.sum_eq_sum_iff_of_le hle]
  exact ⟨fun H i k hk => (hj i).1 (H i (mem_univ i)).symm k (mem_univ k)
      (mt Complex.normSq_eq_zero.1 hk),
    fun H i _ => ((hj i).2 fun k _ hk => H i k fun h0 => hk (by rw [h0, map_zero])).symm⟩
```

The hypotheses are a unitary \(U\) and occupations in \([0,1]\). The conclusion joins two statements by `∧`: the entropy bound, and the equivalence between equality and a diagonal matrix.

By Jensen's inequality, with the weights of row \(i\),

\[
\sum_k|U_{ik}|^2h(n_k)\le h\Bigl(\sum_k|U_{ik}|^2n_k\Bigr)=h(D_{ii}).
\]

This is `hle`. Summing over \(i\) and exchanging the sums on the left gives

\[
\sum_k\Bigl(\sum_i|U_{ik}|^2\Bigr)h(n_k)=\sum_kh(n_k)\le\sum_ih(D_{ii}),
\]

where the column sums supply the equality, `htot`.

If the two totals are equal, every one of the Jensen inequalities must be an equality, since none can compensate for another. For a given \(i\), suppose two occupations with nonzero weight differed. Replacing both by their weighted mean would keep \(D_{ii}\) fixed but strictly raise the left-hand side, by strict concavity. Jensen's inequality would still bound the raised value by \(h(D_{ii})\), so the original could not have been an equality. Hence all occupations with nonzero weight agree, and their common value is their average \(D_{ii}\). Conversely, if they agree, both sides are \(h(D_{ii})\). This equivalence is `hj`, and the preceding theorem identifies its condition, taken over all \(i\), with \(D\) being diagonal.

## From orbitals to any Hermitian matrix

```lean
/-- A Hermitian matrix is the density matrix built from its eigenvectors and eigenvalues. -/
theorem eq_density {D : Matrix ι ι ℂ} (hD : D.IsHermitian) :
    D = density (hD.eigenvectorUnitary : Matrix ι ι ℂ) hD.eigenvalues := by
  have h := hD.spectral_theorem
  rw [Unitary.conjStarAlgAut_apply] at h
  exact h
```

The spectral theorem writes a Hermitian \(D\) as \(U\,\mathrm{diag}(n)\,U^\dagger\). In Lean, `hD` is a proof that \(D\) is Hermitian, `hD.eigenvectorUnitary` is \(U\), and `hD.eigenvalues` lists the \(n_k\), repeated according to multiplicity.

```lean
/-- For a Hermitian `D` with eigenvalues in `[0,1]`, the entropy of the eigenvalues is at most the
population entropy, with equality exactly when `D` is diagonal. -/
theorem entropy_le_popEntropy {D : Matrix ι ι ℂ} (hD : D.IsHermitian)
    (hn : ∀ k, hD.eigenvalues k ∈ Set.Icc (0 : ℝ) 1) :
    ∑ k, occEntropy (hD.eigenvalues k) ≤ popEntropy D ∧
      (∑ k, occEntropy (hD.eigenvalues k) = popEntropy D ↔ D.IsDiag) := by
  have key := entropy_le_density hD.eigenvectorUnitary.2 hn
  rw [← eq_density hD] at key
  exact key
```

This is the result stated at the start. The hypothesis `hn` places every eigenvalue in \([0,1]\). The proof applies the previous inequality to the spectral form of \(D\), then uses `eq_density` to replace that form by \(D\) itself.

## The minimum over orthonormal bases

```lean
/-- For a Hermitian `D` with eigenvalues in `[0,1]`, the entropy of the eigenvalues is the least
population entropy of `V† D V` over all unitary changes of basis `V`. -/
theorem isLeast_popEntropy {D : Matrix ι ι ℂ} (hD : D.IsHermitian)
    (hn : ∀ k, hD.eigenvalues k ∈ Set.Icc (0 : ℝ) 1) :
    IsLeast (Set.range fun V : unitaryGroup ι ℂ =>
      popEntropy ((V : Matrix ι ι ℂ)ᴴ * D * (V : Matrix ι ι ℂ)))
      (∑ k, occEntropy (hD.eigenvalues k)) := by
  -- a change of basis turns the orbitals `U` into `V† U`
  have hrot : ∀ V : Matrix ι ι ℂ, Vᴴ * D * V
      = density (Vᴴ * (hD.eigenvectorUnitary : Matrix ι ι ℂ)) hD.eigenvalues := fun V => by
    conv_lhs => rw [eq_density hD]
    unfold density
    rw [conjTranspose_mul, conjTranspose_conjTranspose]
    simp only [Matrix.mul_assoc]
  constructor
  · -- the eigenvector basis attains the bound
    refine ⟨hD.eigenvectorUnitary, ?_⟩
    have h2 : (hD.eigenvectorUnitary : Matrix ι ι ℂ)ᴴ * (hD.eigenvectorUnitary : Matrix ι ι ℂ)
        = 1 := mem_unitaryGroup_iff'.1 hD.eigenvectorUnitary.2
    have hdiag : (density (1 : Matrix ι ι ℂ) hD.eigenvalues).IsDiag := by
      unfold density
      rw [conjTranspose_one, Matrix.mul_one, Matrix.one_mul]
      exact isDiag_diagonal _
    beta_reduce
    rw [hrot, h2]
    exact ((entropy_le_density (one_mem _) hn).2.2 hdiag).symm
  · rintro _ ⟨V, rfl⟩
    beta_reduce
    rw [hrot]
    exact (entropy_le_density (star V * hD.eigenvectorUnitary).2 hn).1

end

end PopulationEntropy
```

```lean
#print axioms PopulationEntropy.entropy_le_density
-- 'PopulationEntropy.entropy_le_density' depends on axioms: [propext, Classical.choice, Quot.sound]
#print axioms PopulationEntropy.entropy_le_popEntropy
-- 'PopulationEntropy.entropy_le_popEntropy' depends on axioms: [propext, Classical.choice, Quot.sound]
#print axioms PopulationEntropy.isLeast_popEntropy
-- 'PopulationEntropy.isLeast_popEntropy' depends on axioms: [propext, Classical.choice, Quot.sound]
```

A unitary \(V\), whose columns are new basis orbitals expressed in the old basis, changes the density matrix to \(V^\dagger DV\). `Set.range` collects the population entropies for all such \(V\). `IsLeast` says that \(\sum_kh(n_k)\) belongs to this set and is no larger than any of its members:

\[
\sum_kh(n_k)=\min_V\sum_ih\bigl((V^\dagger DV)_{ii}\bigr).
\]

Inserting the spectral form gives

\[
V^\dagger DV=(V^\dagger U)\,\mathrm{diag}(n)\,(V^\dagger U)^\dagger,
\]

which is `hrot`. The matrix \(V^\dagger U\) is unitary, so the inequality applies in every basis. Choosing \(V=U\) gives \(V^\dagger U=1\); the density matrix is then \(\mathrm{diag}(n)\), and the bound is attained.

For non-interacting fermions in grand-canonical equilibrium with finitely many spin orbitals, \(\sum_kh(n_k)\) is the thermodynamic entropy in units of \(k_B\), the quantity that enters the free energy in calculations with Fermi–Dirac smearing. The entropy computed from the populations in another orthonormal basis can overestimate it but not underestimate it. For an interacting state the sum still depends only on the one-particle density matrix, and is not in general the entropy of the many-electron state.

## One and two orbitals

With one orbital, \(D\) is always diagonal and the two entropies agree. With two, take one electron in the orbital \((\cos\theta,\sin\theta)\), so that the occupations are \(1\) and \(0\):

\[
D=\begin{pmatrix}\cos^2\theta&\cos\theta\sin\theta\\ \cos\theta\sin\theta&\sin^2\theta\end{pmatrix}.
\]

The occupation entropy is zero, while the population entropy is \(2h(\cos^2\theta)\). It vanishes exactly when \(\theta\) is a multiple of \(\pi/2\), where the off-diagonal entry vanishes too, and reaches \(2\log2\) when the electron is shared equally.
